# McMillan–Hopfield factorization of the electron-phonon coupling for one force vector and finitely many harmonic modes

An estimate of the electron-phonon coupling $\lambda$ of a metal can be put together from two calculations. The electronic one gives a numerator, the density of states times a squared electron-ion force. The phonon one gives a denominator, the mass times a mean square frequency. The step that joins them is

$$\lambda=\frac{N\,g\cdot g}{M\langle w^2\rangle}.$$

Here $N$ is the density of states at the Fermi level for one spin direction, $M$ the ionic mass, $g$ a matrix element of the electron-ion force, with one component for each lattice coordinate, and $\langle w^2\rangle$ the mean square phonon frequency weighted by the coupling of each mode. These weights depend on $g$, so a mean taken from the phonons alone is in general only an approximation to $\langle w^2\rangle$.

The formula is proved below for a finite harmonic lattice whose mode frequencies are all positive, with a single mass and a single nonzero real vector $g$. In a metal the numerator is a Fermi-surface average over many electronic matrix elements; the one vector $g$ stands in for that average, and $N$ and $g$ are given numbers, not derived from an electronic structure.

## Modes, couplings and the weighted mean

```lean
import Mathlib

open Matrix

noncomputable section

namespace McMillanHopfield

variable {n : Type*} [Fintype n] [DecidableEq n]
```

The type `n` labels the displacement coordinates, finitely many of them. Opening `Matrix` makes two notations available: `⬝ᵥ` is the dot product of two vectors, and `*ᵥ` is a matrix acting on a vector.

```lean
/-- The vectors `e q` are orthonormal polarisation vectors of the dynamical matrix `D`,
with positive frequencies `w q`. -/
structure NormalModes (D : Matrix n n ℝ) (e : n → n → ℝ) (w : n → ℝ) : Prop where
  orth : ∀ p q, e p ⬝ᵥ e q = if p = q then 1 else 0
  eigen : ∀ q, D *ᵥ e q = (w q) ^ 2 • e q
  pos : ∀ q, 0 < w q
```

`NormalModes D e w` is a statement about a real matrix $D$, vectors $e_q$ and numbers $w_q$. It says that

$$e_p\cdot e_q=\delta_{pq},\qquad De_q=w_q^2e_q,\qquad w_q>0.$$

The modes carry the same labels `n` as the coordinates, so there are as many modes as coordinates. Symmetry and positive definiteness of $D$ follow from these conditions and need no separate assumption. Positive frequencies exclude unstable modes and also the zero-frequency translations of a free crystal.

A proof `h` of this statement can be taken apart: `h.orth`, `h.eigen` and `h.pos` are its three clauses.

```lean
/-- Coupling `N (g·e_q)² / (M w_q²)` of the electrons to mode `q`, for `M` and `w q` nonzero. -/
def modeCoupling (N M : ℝ) (g : n → ℝ) (e : n → n → ℝ) (w : n → ℝ) (q : n) : ℝ :=
  N * (g ⬝ᵥ e q) ^ 2 / (M * (w q) ^ 2)
```

This is the coupling to one mode,

$$l_q=\frac{N(g\cdot e_q)^2}{M w_q^2}.$$

```lean
/-- Total electron-phonon coupling: the sum of the mode couplings, for `M` and all `w q`
nonzero. -/
def totalCoupling (N M : ℝ) (g : n → ℝ) (e : n → n → ℝ) (w : n → ℝ) : ℝ :=
  ∑ q, modeCoupling N M g e w q
```

The total coupling is $\lambda=\sum_q l_q$.

```lean
/-- Mean square phonon frequency weighted by the mode couplings, for nonzero `M`, `w q` and
total coupling. -/
def meanSqFreq (N M : ℝ) (g : n → ℝ) (e : n → n → ℝ) (w : n → ℝ) : ℝ :=
  (∑ q, modeCoupling N M g e w q * (w q) ^ 2) / totalCoupling N M g e w
```

The mean is $\langle w^2\rangle=\lambda^{-1}\sum_q l_q w_q^2$. Its weights are the couplings, so it depends on $g$ as well as on the lattice.

## Which matrices have such modes

```lean
variable {D D' K : Matrix n n ℝ} {e e' : n → n → ℝ} {w w' : n → ℝ} {N M : ℝ} {g : n → ℝ}

/-- Every positive definite dynamical matrix has a full set of normal modes. -/
theorem exists_normalModes (hD : D.PosDef) : ∃ e w, NormalModes D e w := by
  refine ⟨fun q => (hD.isHermitian.eigenvectorBasis q).ofLp,
    fun q => √(hD.isHermitian.eigenvalues q), ⟨?_, ?_, ?_⟩⟩
  · intro p q
    have h := orthonormal_iff_ite.mp hD.isHermitian.eigenvectorBasis.orthonormal p q
    rw [EuclideanSpace.inner_eq_star_dotProduct, star_trivial, dotProduct_comm] at h
    exact h
  · intro q
    dsimp only
    rw [Real.sq_sqrt (hD.eigenvalues_pos q).le]
    exact hD.isHermitian.mulVec_eigenvectorBasis q
  · intro q
    exact Real.sqrt_pos.mpr (hD.eigenvalues_pos q)
```

The first line declares the symbols used from here on. The theorem says that every positive definite $D$ has normal modes, so the hypothesis `NormalModes D e w` covers every finite harmonic lattice of this kind in which each nonzero displacement costs energy.

By hand, one diagonalises the symmetric matrix $D$, takes the orthonormal eigenvectors as $e_q$, and sets $w_q$ to the square root of the eigenvalue, which is positive. The three bullets of the proof check the three clauses in that order.

```lean
/-- Two coupled coordinates with normal modes of frequencies 1 and 2. -/
theorem normalModes_witness :
    NormalModes !![73/25, -36/25; -36/25, 52/25]
      ![![3/5, 4/5], ![-4/5, 3/5]] ![1, 2] := by
  refine ⟨?_, ?_, ?_⟩
  · intro p q
    fin_cases p <;> fin_cases q <;> norm_num [dotProduct, Fin.sum_univ_two]
  · intro q
    ext i
    fin_cases q <;> fin_cases i <;> norm_num [mulVec, dotProduct, Fin.sum_univ_two]
  · intro q
    fin_cases q <;> norm_num
```

Here is an explicit case with two coupled coordinates. Lean counts from zero, so the modes are $e_0=(3/5,4/5)$ with $w_0=1$ and $e_1=(-4/5,3/5)$ with $w_1=2$. The proof goes through the finitely many components with `fin_cases` and does the arithmetic with `norm_num`.

## Completeness and the static response

```lean
/-- Completeness: a displacement is the sum of its projections on the normal modes. -/
theorem NormalModes.expansion (h : NormalModes D e w) (v : n → ℝ) :
    ∑ q, (e q ⬝ᵥ v) • e q = v := by
  have h1 : Matrix.of e * (Matrix.of e)ᵀ = 1 := by
    ext p q
    rw [Matrix.one_apply]
    exact h.orth p q
  -- a one-sided inverse of a square matrix is two-sided
  have h2 : (Matrix.of e)ᵀ * Matrix.of e = 1 := mul_eq_one_comm.mp h1
  have h3 : (Matrix.of e)ᵀ *ᵥ (Matrix.of e *ᵥ v) = v := by
    rw [Matrix.mulVec_mulVec, h2, Matrix.one_mulVec]
  ext i
  refine Eq.trans ?_ (congrFun h3 i)
  simp only [Finset.sum_apply, Pi.smul_apply, smul_eq_mul]
  exact Finset.sum_congr rfl fun q _ => mul_comm _ _
```

This is completeness: $\sum_q(e_q\cdot v)\,e_q=v$ for every vector $v$.

Let $E$ be the matrix whose rows are the $e_q$; in the code it is `Matrix.of e`. Orthonormality says $EE^T=1$. Since $E$ is square, also $E^TE=1$, and therefore $v=E^T(Ev)$. The entries of $Ev$ are the projections $e_q\cdot v$, and $E^T$ adds up the modes with these amplitudes. The steps `h1`, `h2` and `h3` are these three equations.

```lean
/-- The dynamical matrix multiplies each normal-mode amplitude by the squared frequency. -/
theorem NormalModes.apply_sum (h : NormalModes D e w) (c : n → ℝ) :
    D *ᵥ (∑ q, c q • e q) = ∑ q, (c q * (w q) ^ 2) • e q := by
  have h1 : D *ᵥ (∑ q, c q • e q) = ∑ q, D *ᵥ (c q • e q) :=
    map_sum D.mulVecLin (fun q => c q • e q) Finset.univ
  rw [h1]
  refine Finset.sum_congr rfl fun q _ => ?_
  rw [Matrix.mulVec_smul, h.eigen, smul_smul]
```

By linearity and the eigenvalue equation,

$$D\sum_q c_qe_q=\sum_q c_qw_q^2e_q .$$

```lean
/-- The dynamical matrix is invertible, and `D⁻¹v`, the static response to a force `v` per unit
mass, has amplitude `(e_q·v)/w_q²` in mode `q`. -/
theorem NormalModes.static_response (h : NormalModes D e w) :
    IsUnit D.det ∧ ∀ v, D⁻¹ *ᵥ v = ∑ q, ((e q ⬝ᵥ v) / (w q) ^ 2) • e q := by
  have hs : ∀ v, D *ᵥ (∑ q, ((e q ⬝ᵥ v) / (w q) ^ 2) • e q) = v := by
    intro v
    rw [h.apply_sum]
    refine Eq.trans (Finset.sum_congr rfl fun q _ => ?_) (h.expansion v)
    rw [div_mul_cancel₀ _ (pow_ne_zero 2 (h.pos q).ne')]
  have hu : IsUnit D.det := (Matrix.isUnit_iff_isUnit_det D).mp
    (Matrix.mulVec_surjective_iff_isUnit.mp fun v => ⟨_, hs v⟩)
  refine ⟨hu, fun v => ?_⟩
  have h1 := congrArg (fun x => D⁻¹ *ᵥ x) (hs v)
  simp only [Matrix.mulVec_mulVec, Matrix.nonsing_inv_mul _ hu, Matrix.one_mulVec] at h1
  exact h1.symm
```

The theorem has two parts, joined by `∧`: the determinant of $D$ is invertible, hence nonzero, and

$$D^{-1}v=\sum_q\frac{e_q\cdot v}{w_q^2}\,e_q .$$

To see this, apply $D$ to the sum on the right. Each factor $w_q^2$ cancels, and completeness returns $v$; this is `hs`. Every vector is thus reached by $D$, and a square matrix with that property is invertible, which is `hu`. Applying $D^{-1}$ to both sides of `hs` gives the formula.

Physically, a constant force $g$ displaces the lattice by $u=D^{-1}g/M$, because equilibrium requires $MDu=g$.

## Two sums over the mode couplings

```lean
/-- The total coupling times the mass is `N` times `g·D⁻¹g`. -/
theorem coupling_eq_response (h : NormalModes D e w) (hM : M ≠ 0) :
    M * totalCoupling N M g e w = N * (g ⬝ᵥ D⁻¹ *ᵥ g) := by
  rw [h.static_response.2, dotProduct_sum, totalCoupling, Finset.mul_sum, Finset.mul_sum]
  refine Finset.sum_congr rfl fun q _ => ?_
  have hw := (h.pos q).ne'
  rw [dotProduct_smul, smul_eq_mul, dotProduct_comm (e q) g, modeCoupling]
  field_simp
```

In words, $M\lambda=N\,g\cdot D^{-1}g$. The derivation inserts the static response:

$$N\,g\cdot D^{-1}g=\sum_q\frac{N(g\cdot e_q)^2}{w_q^2}=M\sum_q l_q .$$

Lean rewrites both sides as sums over $q$ and compares them term by term; `field_simp` does the cancellation. Dividing by $M$ gives the familiar $\lambda=(N/M)\,g\cdot D^{-1}g$. The multiplied form makes real use of $M\neq0$, since Lean assigns the value zero to a division by zero.

```lean
/-- Sum rule: the couplings weighted by squared frequency add up to `N g·g / M`, whatever
the dynamical matrix. -/
theorem hopfield_sum_rule (h : NormalModes D e w) (hM : M ≠ 0) :
    M * ∑ q, modeCoupling N M g e w q * (w q) ^ 2 = N * (g ⬝ᵥ g) := by
  have hg : g ⬝ᵥ g = ∑ q, (g ⬝ᵥ e q) ^ 2 := by
    calc g ⬝ᵥ g = g ⬝ᵥ ∑ q, (e q ⬝ᵥ g) • e q := by rw [h.expansion g]
      _ = ∑ q, (g ⬝ᵥ e q) ^ 2 := by
        rw [dotProduct_sum]
        refine Finset.sum_congr rfl fun q _ => ?_
        rw [dotProduct_smul, smul_eq_mul, dotProduct_comm (e q) g, sq]
  rw [hg, Finset.mul_sum, Finset.mul_sum]
  refine Finset.sum_congr rfl fun q _ => ?_
  have hw := (h.pos q).ne'
  rw [modeCoupling]
  field_simp
```

The second sum weights each coupling by its squared frequency. The factor $w_q^2$ cancels the one in the denominator of $l_q$, and completeness does the rest:

$$M\sum_q l_qw_q^2=N\sum_q(g\cdot e_q)^2=N\,g\cdot g .$$

The intermediate equation `hg` is the last step, the expansion of $g\cdot g$ over the modes. Neither $D$ nor its modes appear on the right. Two lattices with the same $N$, $M$ and $g$ therefore have the same weighted sum, however different their phonons are.

## The factorization

```lean
/-- McMillan-Hopfield factorization: for a nonzero force, the coupling and the mean square
frequency are positive, and the coupling is `N g·g` divided by `M` times that mean. -/
theorem mcmillan_hopfield (h : NormalModes D e w) (hN : 0 < N) (hM : 0 < M) (hg : g ≠ 0) :
    0 < totalCoupling N M g e w ∧ 0 < meanSqFreq N M g e w ∧
      totalCoupling N M g e w = N * (g ⬝ᵥ g) / (M * meanSqFreq N M g e w) := by
  -- a nonzero force overlaps with at least one mode
  have hq : ∃ q, g ⬝ᵥ e q ≠ 0 := by
    by_contra hc
    push Not at hc
    apply hg
    rw [← h.expansion g]
    refine Finset.sum_eq_zero fun q _ => ?_
    rw [dotProduct_comm, hc q, zero_smul]
  obtain ⟨q, hq⟩ := hq
  have hnn : ∀ p, 0 ≤ modeCoupling N M g e w p := fun p =>
    div_nonneg (mul_nonneg hN.le (sq_nonneg _)) (mul_nonneg hM.le (sq_nonneg _))
  have hqp : 0 < modeCoupling N M g e w q :=
    div_pos (mul_pos hN (pow_pos (abs_pos.mpr hq) 2 |>.trans_eq (sq_abs _)))
      (mul_pos hM (pow_pos (h.pos q) 2))
  have hl : 0 < totalCoupling N M g e w :=
    Finset.sum_pos' (fun p _ => hnn p) ⟨q, Finset.mem_univ q, hqp⟩
  have hS : 0 < ∑ p, modeCoupling N M g e w p * (w p) ^ 2 :=
    Finset.sum_pos' (fun p _ => mul_nonneg (hnn p) (sq_nonneg _))
      ⟨q, Finset.mem_univ q, mul_pos hqp (pow_pos (h.pos q) 2)⟩
  have hm : 0 < meanSqFreq N M g e w := div_pos hS hl
  refine ⟨hl, hm, ?_⟩
  rw [eq_div_iff (mul_pos hM hm).ne', ← hopfield_sum_rule h hM.ne', meanSqFreq,
    mul_left_comm, mul_div_cancel₀ _ hl.ne']
```

For $N>0$, $M>0$ and $g\neq0$, the theorem gives three results: $\lambda>0$, $\langle w^2\rangle>0$, and the formula from the start.

If $g\cdot e_q$ vanished for every $q$, completeness would give $g=0$. Some mode therefore has $l_q>0$, while all the others have $l_p\ge0$. Both $\lambda$ and $\sum_p l_pw_p^2$ are then positive, and so is their ratio $\langle w^2\rangle$. The sum rule now reads

$$M\lambda\langle w^2\rangle=N\,g\cdot g,$$

and division by $M\langle w^2\rangle$ finishes the argument. In the code, `hl`, `hS` and `hm` are the three positivity statements, and the last rewriting uses `hopfield_sum_rule`.

The two-coordinate lattice above, with $N=M=1$ and $g=(1,0)$, shows the role of the weights. The couplings are $l_0=9/25$ and $l_1=4/25$, so $\lambda=13/25$ and $\langle w^2\rangle=25/13$, in agreement with $g\cdot g=1$. The unweighted mean of $w_q^2$ is $5/2$, and putting it into the formula would give $2/5$.

## Stiffer lattices and heavier ions

```lean
/-- Stiffening the lattice at fixed force, density of states and mass cannot increase the
total coupling. -/
theorem coupling_antitone (h : NormalModes D e w) (h' : NormalModes D' e' w')
    (hN : 0 < N) (hM : 0 < M) (hle : ∀ x, x ⬝ᵥ D *ᵥ x ≤ x ⬝ᵥ D' *ᵥ x) :
    totalCoupling N M g e' w' ≤ totalCoupling N M g e w := by
  -- the bilinear form `x·Dy` as a sum over modes
  have hE : ∀ x y, x ⬝ᵥ D *ᵥ y = ∑ q, (w q) ^ 2 * ((e q ⬝ᵥ x) * (e q ⬝ᵥ y)) := by
    intro x y
    calc x ⬝ᵥ D *ᵥ y = x ⬝ᵥ D *ᵥ (∑ q, (e q ⬝ᵥ y) • e q) := by rw [h.expansion y]
      _ = _ := by
        rw [h.apply_sum, dotProduct_sum]
        refine Finset.sum_congr rfl fun q _ => ?_
        rw [dotProduct_smul, smul_eq_mul, dotProduct_comm x (e q)]
        ring
  have hu : D *ᵥ (D⁻¹ *ᵥ g) = g := by
    rw [Matrix.mulVec_mulVec, Matrix.mul_nonsing_inv _ h.static_response.1, Matrix.one_mulVec]
  have hu' : D' *ᵥ (D'⁻¹ *ᵥ g) = g := by
    rw [Matrix.mulVec_mulVec, Matrix.mul_nonsing_inv _ h'.static_response.1, Matrix.one_mulVec]
  have h1 := coupling_eq_response (N := N) (g := g) h hM.ne'
  have h2 := coupling_eq_response (N := N) (g := g) h' hM.ne'
  rw [dotProduct_comm] at h1 h2
  generalize D⁻¹ *ᵥ g = u at hu h1
  generalize D'⁻¹ *ᵥ g = v at hu' h2
  have hsym : u ⬝ᵥ D *ᵥ v = v ⬝ᵥ g := by
    rw [← hu, hE, hE]
    exact Finset.sum_congr rfl fun q _ => by ring
  -- the quadratic form of `D` is nonnegative at `u - v`
  have h0 : 0 ≤ (u - v) ⬝ᵥ D *ᵥ (u - v) := by
    rw [hE]
    exact Finset.sum_nonneg fun q _ => mul_nonneg (sq_nonneg _) (mul_self_nonneg _)
  rw [Matrix.mulVec_sub, sub_dotProduct, dotProduct_sub, dotProduct_sub, hu, hsym] at h0
  have h3 := hle v
  rw [hu'] at h3
  have h4 : v ⬝ᵥ g ≤ u ⬝ᵥ g := by linarith
  refine le_of_mul_le_mul_left ?_ hM
  rw [h1, h2]
  exact mul_le_mul_of_nonneg_left h4 hN.le
```

The hypothesis `hle` says that $x\cdot Dx\le x\cdot D'x$ for every displacement $x$: no distortion is cheaper in the lattice $D'$ than in $D$. The conclusion is that the total coupling of $D'$ is at most that of $D$, at the same $N$, $M$ and $g$.

Write $u=D^{-1}g$ and $v=D'^{-1}g$, now without the factor $1/M$. Then

$$0\le(u-v)\cdot D(u-v)=u\cdot g-2\,v\cdot g+v\cdot Dv\le u\cdot g-v\cdot g,$$

where the last step uses $v\cdot Dv\le v\cdot D'v=v\cdot g$. Hence $v\cdot g\le u\cdot g$, and the response formula turns this into the inequality for the couplings.

In the proof, `hE` writes the bilinear form $x\cdot Dy$ as a sum over modes, which supplies both its symmetry (`hsym`) and its positivity (`h0`). The `generalize` lines introduce the names $u$ and $v$, and `linarith` combines the inequalities.

```lean
/-- For a dynamical matrix `K/M` with force constants `K`, the total coupling is
`N g·K⁻¹g`, in which the mass does not appear. -/
theorem coupling_mass_independent (h : NormalModes (M⁻¹ • K) e w) (hM : M ≠ 0) :
    totalCoupling N M g e w = N * (g ⬝ᵥ K⁻¹ *ᵥ g) := by
  have hK : K⁻¹ = M⁻¹ • (M⁻¹ • K)⁻¹ := by
    apply Matrix.inv_eq_right_inv
    rw [Matrix.mul_smul, ← Matrix.smul_mul, Matrix.mul_nonsing_inv _ h.static_response.1]
  apply mul_left_cancel₀ hM
  rw [coupling_eq_response h hM, hK, Matrix.smul_mulVec, dotProduct_smul, smul_eq_mul,
    mul_left_comm N, mul_inv_cancel_left₀ hM]

end McMillanHopfield
```

Now let $D=K/M$ with force constants $K$. Then $D^{-1}=MK^{-1}$, so $M\lambda=MN\,g\cdot K^{-1}g$, and cancelling $M$ leaves

$$\lambda=N\,g\cdot K^{-1}g .$$

The step `hK` is the relation between the two inverses. In this harmonic model with one common mass, isotopic substitution at fixed $K$, $g$ and $N$ shifts the frequencies but leaves $\lambda$ unchanged.

```lean
#print axioms McMillanHopfield.exists_normalModes
-- 'McMillanHopfield.exists_normalModes' depends on axioms: [propext, Classical.choice, Quot.sound]
#print axioms McMillanHopfield.mcmillan_hopfield
-- 'McMillanHopfield.mcmillan_hopfield' depends on axioms: [propext, Classical.choice, Quot.sound]
#print axioms McMillanHopfield.coupling_antitone
-- 'McMillanHopfield.coupling_antitone' depends on axioms: [propext, Classical.choice, Quot.sound]
#print axioms McMillanHopfield.coupling_mass_independent
-- 'McMillanHopfield.coupling_mass_independent' depends on axioms: [propext, Classical.choice, Quot.sound]
```

## The sum rule in a phonon code

Electron-phonon codes commonly report the spectral function $\alpha^2F(\omega)$. Its moments contain the same two sums:

$$\lambda=2\int\frac{\alpha^2F(\omega)}{\omega}\,d\omega,\qquad \lambda\langle w^2\rangle=2\int\omega\,\alpha^2F(\omega)\,d\omega .$$

For the finite model, a program can find $\lambda$ without diagonalising anything: it solves $Dx=g$ and evaluates $(N/M)\,g\cdot x$. If it does compute the modes, comparing $M\sum_q l_qw_q^2$ with $N\,g\cdot g$ tests the eigenvectors.

That test can expose a failure of orthogonality. Take $D=1$ in two dimensions, $N=M=1$ and $g=(1,0)$, with the vectors $e_0=(1,0)$ and $e_1=(1,1)/\sqrt2$. Both are normalised eigenvectors with frequency 1, and a solver for general matrices may return such a pair in a degenerate subspace. The mode sum then gives $\lambda=1+\tfrac12=\tfrac32$, whereas $g\cdot D^{-1}g=1$. The weighted sum is also $\tfrac32$ instead of $g\cdot g=1$, which exposes the error. Passing the test for one $g$ does not prove orthogonality: the pair $(3/5,4/5)$, $(4/5,3/5)$ is not orthogonal either, yet its weighted sum for the same $g$ is $1$.
